# For an exponential atomic density, the missing fraction of the $r^3$ moment over that of the charge grows as $(kR)^3/60$

When an atomic density is cut off at a distance $R$ from the nucleus, the missing fraction of a moment is its volume integral over all points farther than $R$ from the nucleus, divided by the same integral over all space. The density is $\rho(\mathbf x)=A\,e^{-k\|\mathbf x\|}$, where $A>0$ is its value at the nucleus and $k>0$ is the inverse length that sets its decay. The hydrogen ground state has this form, with $k=2/a_0$ for Bohr radius $a_0$.

Let $p_m(R)$ be the fraction of the $r^m$ moment beyond $R$, and write $q=p_0$ for the charge and $v=p_3$ for the $r^3$ moment. With the truncated exponential series $e_n(x)=\sum_{j=0}^{n}x^j/j!$, the results are

$$p_m(R)=e^{-kR}\,e_{m+2}(kR)\quad(R\ge 0),\qquad \lim_{R\to\infty}\frac{v(R)}{q(R)\,(kR)^3}=\frac1{60}.$$

## Charge tolerances and dispersion volumes

Some dispersion corrections scale free-atom $C_6$ coefficients by the square of a ratio of $r^3$ moments; these moments are called atomic volumes. If a code truncates its atomic densities or grids at a radius and tests only the integrated charge, the volume can be much less converged than the test suggests, as this spherical model shows. At $kR=10$, less than 0.3% of the charge is missing, but more than 6% of the $r^3$ moment.

Both fractions vanish as $R$ grows, so a larger cutoff does help. But their ratio diverges, so no fixed multiple of the charge error bounds the volume error at all large radii. A direct test of the $r^3$ moment avoids the problem.

## From volume integrals to the factor 1/60

For a radial function, integration over spheres gives

$$\int_{\mathbb R^3} f(\|\mathbf x\|)\,d^3x=4\pi\int_0^\infty r^2f(r)\,dr .$$

The $r^m$ moment therefore needs the radial integral of $r^{m+2}e^{-kr}$. To evaluate it, differentiate $e^{-x}e_n(x)$. For $n\ge1$, $e_n'=e_{n-1}$, so

$$\frac{d}{dx}\left[e^{-x}e_n(x)\right]=e^{-x}\left[e_{n-1}(x)-e_n(x)\right]=-e^{-x}\frac{x^n}{n!}.$$

The outer equality also holds for $n=0$, where $e_0=1$. Since $e^{-x}e_n(x)\to0$ as $x\to\infty$, substituting $x=kr$ and integrating gives

$$\int_R^\infty r^ne^{-kr}\,dr=\frac{n!}{k^{n+1}}\,e^{-kR}e_n(kR).$$

Set $n=m+2$. The moment beyond $R$ is

$$4\pi A\,\frac{(m+2)!}{k^{m+3}}\,e^{-kR}e_{m+2}(kR),$$

and the total moment is the same expression at $R=0$, where $e_{m+2}(0)=1$. Their quotient is the stated formula for $p_m$.

Now let $x=kR>0$. The exponentials cancel:

$$\frac{p_m}{q\,x^m}=\frac{e_{m+2}(x)}{x^m e_2(x)}
=\frac{e_{m+2}(x)/x^{m+2}}{e_2(x)/x^2}.$$

In $e_n(x)/x^n$ every term except the last vanishes at large $x$, which leaves $1/n!$. The limit is therefore

$$\frac{1/(m+2)!}{1/2!}=\frac{2}{(m+2)!},$$

which is $2/120=1/60$ for $m=3$. Multiplying by $x^3\to\infty$ shows that $v/q\to\infty$.

At $x=10$, $e_2=61$ and $e_5=4433/3$, so $q\approx0.0028$ and $v\approx0.067$. Their ratio is about 24, whereas $x^3/60$ is about 17. At practical radii the closed formula is the better guide.

## The Lean file

```lean
import Mathlib

open MeasureTheory MeasureTheory.Measure Filter Set
open scoped Topology Real

namespace AtomicVolumeCutoff

noncomputable section

/-- Physical three-dimensional space. -/
abbrev Space := EuclideanSpace ℝ (Fin 3)

/-- The exponential atomic density `A exp(-k r)` centred at the nucleus. -/
def density (A k : ℝ) (x : Space) : ℝ := A * Real.exp (-(k * ‖x‖))

/-- The fraction of the `r ^ m` moment of a density `ρ` lying beyond radius `R`,
for densities whose total `r ^ m` moment is finite and nonzero. -/
def fractionBeyond (ρ : Space → ℝ) (m : ℕ) (R : ℝ) : ℝ :=
  (∫ x in {x : Space | R < ‖x‖}, ‖x‖ ^ m * ρ x) / ∫ x : Space, ‖x‖ ^ m * ρ x

/-- The exponential series truncated after the power `n`. -/
def expSum (n : ℕ) (x : ℝ) : ℝ := ∑ j ∈ Finset.range (n + 1), x ^ j / (j.factorial : ℝ)

/-- The derivative of `exp(-x)` times the truncated exponential series is a single term,
`-exp(-x) x ^ n / n!`. -/
theorem hasDerivAt_exp_mul_expSum (n : ℕ) (x : ℝ) :
    HasDerivAt (fun y => Real.exp (-y) * expSum n y)
      (-(Real.exp (-x) * x ^ n / (n.factorial : ℝ))) x := by
  have he : HasDerivAt (fun y : ℝ => Real.exp (-y)) (-Real.exp (-x)) x := by
    simpa using (hasDerivAt_neg x).exp
  induction n with
  | zero => simpa [expSum] using he
  | succ n ih =>
    have hs : (fun y => Real.exp (-y) * expSum (n + 1) y) = fun y =>
        Real.exp (-y) * expSum n y
          + Real.exp (-y) * (y ^ (n + 1) / ((n + 1).factorial : ℝ)) := by
      funext y
      rw [expSum, Finset.sum_range_succ, mul_add, expSum]
    rw [hs]
    have hp := (hasDerivAt_pow (n + 1) x).div_const ((n + 1).factorial : ℝ)
    refine (ih.fun_add (he.fun_mul hp)).congr_deriv ?_
    -- the new term cancels the previous remainder
    have hn : (n.factorial : ℝ) ≠ 0 := by positivity
    have hn1 : (n : ℝ) + 1 ≠ 0 := by positivity
    rw [Nat.factorial_succ]
    push_cast
    field_simp
    ring

/-- For `k > 0` and `R ≥ 0`, the integral of `r ^ n exp(-k r)` over `r > R` is `n! / k ^ (n + 1)`
times `exp(-kR)` times the exponential series in `kR` truncated after the power `n`. -/
theorem radial_tail {k : ℝ} (hk : 0 < k) (n : ℕ) {R : ℝ} (hR : 0 ≤ R) :
    ∫ r in Ioi R, r ^ n * Real.exp (-(k * r)) =
      (n.factorial : ℝ) / k ^ (n + 1) * (Real.exp (-(k * R)) * expSum n (k * R)) := by
  have hlim : Tendsto (fun y => Real.exp (-y) * expSum n y) atTop (𝓝 0) := by
    have h := tendsto_finsetSum (Finset.range (n + 1)) fun j _ =>
      (Real.tendsto_pow_mul_exp_neg_atTop_nhds_zero j).div_const (j.factorial : ℝ)
    simp only [zero_div, Finset.sum_const_zero] at h
    refine h.congr fun y => ?_
    rw [expSum, Finset.mul_sum]
    exact Finset.sum_congr rfl fun j _ => by ring
  have hkR : Tendsto (fun r : ℝ => k * r) atTop atTop := tendsto_id.const_mul_atTop hk
  have hg := (hlim.comp hkR).const_mul (-((n.factorial : ℝ) / k ^ (n + 1)))
  rw [mul_zero] at hg
  -- fundamental theorem of calculus on the half-line
  rw [integral_Ioi_of_hasDerivAt_of_nonneg' (fun r _ => ?_) (fun r hr => ?_) hg]
  · simp only [Function.comp_apply]
    ring
  · have h := ((hasDerivAt_exp_mul_expSum n (k * r)).comp r
      ((hasDerivAt_id' r).const_mul k)).const_mul (-((n.factorial : ℝ) / k ^ (n + 1)))
    refine h.congr_deriv ?_
    have hn : (n.factorial : ℝ) ≠ 0 := by positivity
    rw [mul_pow, pow_succ]
    field_simp
  · have : 0 < r := lt_of_le_of_lt hR hr
    positivity

/-- The volume integral of a radial function is `4π` times its radial integral with
weight `r ^ 2`. -/
theorem integral_radial (f : ℝ → ℝ) :
    ∫ x : Space, f ‖x‖ = 4 * π * ∫ r in Ioi (0 : ℝ), r ^ 2 * f r := by
  have hb : (volume : Measure Space).real (Metric.ball 0 1) = π * 4 / 3 := by
    rw [measureReal_def, EuclideanSpace.volume_ball_fin_three, ENNReal.ofReal_one, one_pow,
      one_mul, ENNReal.toReal_ofReal (by positivity)]
  rw [integral_fun_norm_addHaar, finrank_euclideanSpace_fin, hb]
  simp only [nsmul_eq_mul, smul_eq_mul, Nat.add_one_sub_one]
  push_cast
  ring

/-- For `A, k > 0` and `R ≥ 0`, the fraction of the `r ^ m` moment of `A exp(-k r)` beyond `R`
is `exp(-kR)` times the exponential series in `kR` truncated after the power `m + 2`. -/
theorem fractionBeyond_density {A k R : ℝ} (hA : 0 < A) (hk : 0 < k) (hR : 0 ≤ R) (m : ℕ) :
    fractionBeyond (density A k) m R = Real.exp (-(k * R)) * expSum (m + 2) (k * R) := by
  let g : ℝ → ℝ := fun r => r ^ m * (A * Real.exp (-(k * r)))
  have hg : ∀ r, r ^ 2 * g r = A * (r ^ (m + 2) * Real.exp (-(k * r))) := fun r => by
    simp only [g]
    ring
  have h0 : expSum (m + 2) 0 = 1 := by
    rw [expSum, Finset.sum_range_succ']
    simp
  -- the total moment
  have htot : ∫ x : Space, ‖x‖ ^ m * density A k x =
      4 * π * (A * (((m + 2).factorial : ℝ) / k ^ (m + 2 + 1))) := by
    change ∫ x : Space, g ‖x‖ = _
    rw [integral_radial g]
    simp only [hg]
    rw [integral_const_mul, radial_tail hk (m + 2) le_rfl, mul_zero, h0]
    simp
  -- the moment outside the sphere
  have htail : ∫ x in {x : Space | R < ‖x‖}, ‖x‖ ^ m * density A k x =
      4 * π * (A * (((m + 2).factorial : ℝ) / k ^ (m + 2 + 1) *
        (Real.exp (-(k * R)) * expSum (m + 2) (k * R)))) := by
    have hs : MeasurableSet {x : Space | R < ‖x‖} :=
      measurableSet_lt measurable_const measurable_norm
    rw [← integral_indicator hs]
    change ∫ x : Space, (Ioi R).indicator g ‖x‖ = _
    have hi : ∀ r, r ^ 2 * (Ioi R).indicator g r =
        (Ioi R).indicator (fun r => A * (r ^ (m + 2) * Real.exp (-(k * r)))) r := by
      intro r
      by_cases h : r ∈ Ioi R
      · rw [indicator_of_mem h, indicator_of_mem h, hg]
      · rw [indicator_of_notMem h, indicator_of_notMem h, mul_zero]
    rw [integral_radial ((Ioi R).indicator g)]
    simp only [hi]
    rw [setIntegral_indicator measurableSet_Ioi, Ioi_inter_Ioi, sup_eq_right.2 hR,
      integral_const_mul, radial_tail hk (m + 2) hR]
  have hf : ((m + 2).factorial : ℝ) ≠ 0 := by positivity
  have hpi : π ≠ 0 := Real.pi_ne_zero
  rw [fractionBeyond, htail, htot]
  field_simp

/-- The exponential series in `x` truncated after the power `n`, divided by `x ^ n`, tends to
`1 / n!` as `x` grows. -/
theorem tendsto_expSum_div_pow (n : ℕ) :
    Tendsto (fun x => expSum n x / x ^ n) atTop (𝓝 (1 / (n.factorial : ℝ))) := by
  induction n with
  | zero => simp [expSum]
  | succ n ih =>
    have h := (ih.mul tendsto_inv_atTop_zero).add_const (1 / ((n + 1).factorial : ℝ))
    rw [mul_zero, zero_add] at h
    refine h.congr' ?_
    filter_upwards [eventually_gt_atTop 0] with x hx
    have hs : expSum (n + 1) x = expSum n x + x ^ (n + 1) / ((n + 1).factorial : ℝ) := by
      rw [expSum, Finset.sum_range_succ, expSum]
    have hf : ((n + 1).factorial : ℝ) ≠ 0 := by positivity
    rw [hs, add_div, div_right_comm, div_self (pow_pos hx _).ne', pow_succ, ← div_div,
      div_eq_mul_inv (expSum n x / x ^ n)]

/-- For `A, k > 0`, the fraction of the `r ^ m` moment beyond `R`, divided by the fraction of
charge beyond `R` and by `(kR) ^ m`, tends to `2 / (m + 2)!` as `R` grows. -/
theorem moment_charge_ratio {A k : ℝ} (hA : 0 < A) (hk : 0 < k) (m : ℕ) :
    Tendsto (fun R => fractionBeyond (density A k) m R /
      (fractionBeyond (density A k) 0 R * (k * R) ^ m)) atTop
      (𝓝 (2 / ((m + 2).factorial : ℝ))) := by
  have h := (tendsto_expSum_div_pow (m + 2)).div (tendsto_expSum_div_pow 2)
    (by norm_num [Nat.factorial])
  have hc : 1 / ((m + 2).factorial : ℝ) / (1 / (Nat.factorial 2 : ℝ)) =
      2 / ((m + 2).factorial : ℝ) := by
    rw [Nat.factorial_two]
    push_cast
    ring
  rw [hc] at h
  have hkR : Tendsto (fun r : ℝ => k * r) atTop atTop := tendsto_id.const_mul_atTop hk
  refine (h.comp hkR).congr' ?_
  filter_upwards [eventually_gt_atTop 0] with R hR
  rw [fractionBeyond_density hA hk hR.le, fractionBeyond_density hA hk hR.le]
  simp only [Function.comp_apply, Pi.div_apply, zero_add]
  have hx : 0 < k * R := mul_pos hk hR
  generalize k * R = x at hx ⊢
  have h2 : expSum 2 x ≠ 0 :=
    (Finset.sum_pos (fun j _ => by positivity) ⟨0, by simp⟩).ne'
  have he := Real.exp_ne_zero (-x)
  -- the common exponential cancels
  rw [mul_assoc, mul_div_mul_left _ _ he, pow_add]
  field_simp

/-- For the density `A exp(-k r)` with `A, k > 0`, let `q` and `v` be the fractions of charge and
of the `r ^ 3` moment beyond `R`; then `v / (q (kR) ^ 3)` tends to `1/60` as `R` grows. -/
theorem volume_charge_ratio {A k : ℝ} (hA : 0 < A) (hk : 0 < k) :
    Tendsto (fun R => fractionBeyond (density A k) 3 R /
      (fractionBeyond (density A k) 0 R * (k * R) ^ 3)) atTop (𝓝 (1 / 60)) := by
  have h := moment_charge_ratio hA hk 3
  have hc : 2 / ((3 + 2).factorial : ℝ) = 1 / 60 := by norm_num [Nat.factorial]
  rwa [hc] at h

/-- For `A, k > 0`, the missing fraction of the `r ^ 3` moment divided by the missing fraction of
charge grows without bound as the cutoff radius grows. -/
theorem volume_error_unbounded {A k : ℝ} (hA : 0 < A) (hk : 0 < k) :
    Tendsto (fun R => fractionBeyond (density A k) 3 R / fractionBeyond (density A k) 0 R)
      atTop atTop := by
  have hkR : Tendsto (fun r : ℝ => k * r) atTop atTop := tendsto_id.const_mul_atTop hk
  have hp : Tendsto (fun r : ℝ => (k * r) ^ 3) atTop atTop :=
    (tendsto_pow_atTop (by norm_num)).comp hkR
  refine ((volume_charge_ratio hA hk).pos_mul_atTop (by norm_num) hp).congr' ?_
  filter_upwards [eventually_gt_atTop 0] with R hR
  have hx : (k * R) ^ 3 ≠ 0 := by positivity
  rw [← div_div, div_mul_cancel₀ _ hx]

/-- For `A, k > 0` and the cutoff `kR = 10`, less than 0.3% of the charge but more than 6% of the
`r ^ 3` moment lies beyond `R`. -/
theorem cutoff_ten {A k R : ℝ} (hA : 0 < A) (hk : 0 < k) (hR : k * R = 10) :
    fractionBeyond (density A k) 0 R < 0.003 ∧ 0.06 < fractionBeyond (density A k) 3 R := by
  have hR0 : 0 ≤ R := by
    by_contra h
    nlinarith [mul_neg_of_pos_of_neg hk (not_le.mp h)]
  rw [fractionBeyond_density hA hk hR0, fractionBeyond_density hA hk hR0, hR]
  have hE : Real.exp 10 = Real.exp 1 ^ 10 := by
    rw [← Real.exp_nat_mul]
    norm_num
  have hlo : 22000 < Real.exp 10 := by
    have h : (2.718 : ℝ) ^ 10 < Real.exp 1 ^ 10 :=
      pow_lt_pow_left₀ (by linarith [Real.exp_one_gt_d9]) (by norm_num) (by norm_num)
    rw [hE]
    exact lt_trans (by norm_num) h
  have hhi : Real.exp 10 < 22100 := by
    have h : Real.exp 1 ^ 10 < (2.7183 : ℝ) ^ 10 :=
      pow_lt_pow_left₀ (by linarith [Real.exp_one_lt_d9]) (Real.exp_pos 1).le (by norm_num)
    rw [hE]
    exact lt_trans h (by norm_num)
  have ht : 0 < Real.exp (-10) := Real.exp_pos _
  have h1 : Real.exp (-10) * Real.exp 10 = 1 := by
    rw [← Real.exp_add]
    norm_num
  have hu := mul_lt_mul_of_pos_left hlo ht
  have hl := mul_lt_mul_of_pos_left hhi ht
  have s2 : expSum (0 + 2) 10 = 61 := by
    norm_num [expSum, Finset.sum_range_succ, Nat.factorial]
  have s5 : expSum (3 + 2) 10 = 4433 / 3 := by
    norm_num [expSum, Finset.sum_range_succ, Nat.factorial]
  rw [s2, s5]
  constructor <;> linarith

end

end AtomicVolumeCutoff
```

```lean
#print axioms AtomicVolumeCutoff.moment_charge_ratio
-- 'AtomicVolumeCutoff.moment_charge_ratio' depends on axioms: [propext, Classical.choice, Quot.sound]
#print axioms AtomicVolumeCutoff.volume_error_unbounded
-- 'AtomicVolumeCutoff.volume_error_unbounded' depends on axioms: [propext, Classical.choice, Quot.sound]
#print axioms AtomicVolumeCutoff.cutoff_ten
-- 'AtomicVolumeCutoff.cutoff_ten' depends on axioms: [propext, Classical.choice, Quot.sound]
```

## Reading the statements and their limits

`Space` is Euclidean three-space with its usual norm and volume, and `density A k` is the exponential density. In `fractionBeyond ρ m R`, the power `m` selects the moment: 0 for charge, 3 for the atomic volume. The hypotheses `hA` and `hk` say that $A$ and $k$ are positive. No normalisation to a given electron number is needed, because $A$ cancels. `expSum n x` is $e_n(x)$.

The main theorem, `volume_charge_ratio`, says that the quotient converges to `1 / 60` as $R$ tends to infinity (`atTop`) at fixed $A$ and $k$. `moment_charge_ratio` gives the limit for every natural number $m$, `volume_error_unbounded` the divergence of $v/q$, and `cutoff_ten` the two inequalities at $kR=10$.

The proof follows the derivation:

- `hasDerivAt_exp_mul_expSum` finds the derivative by induction on $n$; the product rule for each new term cancels the previous remainder.
- `radial_tail` applies the fundamental theorem of calculus on a half-line, using the nonnegative integrand and the limit zero at infinity.
- `integral_radial` obtains $4\pi$ as three times the volume of the unit ball.
- `fractionBeyond_density` writes the restriction to $\|\mathbf x\|>R$ as an indicator function, so that the same radial lemma serves both numerator and denominator.
- `tendsto_expSum_div_pow` is an induction: dividing by one more power of $x$ sends the old sum to zero, and the new term contributes $1/(n+1)!$.
- `moment_charge_ratio` divides two such limits, substitutes $x=kR$ and cancels the exponential for $R>0$. The case $m=3$ gives `volume_charge_ratio`, and multiplication by $(kR)^3$ gives `volume_error_unbounded`.
- `cutoff_ten` encloses $e^{10}$ between 22000 and 22100, using bounds on $e$, and inserts the two exact sums.

The guarantee concerns exact integrals of a single exponential centred at the nucleus, cut off at a sharp sphere. It includes no quadrature error, shell structure, smooth cutoff or partition of a molecular density among atoms. The limit comes without a convergence rate, and nothing is said about the resulting error in a dispersion energy, where volume errors may partly cancel in a ratio.
